# The particle number of a finite, normalised BCS state has mean $2\sum_k|v_k|^2$ and variance $4\sum_k|u_k|^2|v_k|^2$

## How widely does the particle number spread in a BCS state?

Take finitely many pair levels $k$, each either empty or occupied by two particles, with complex coefficients that satisfy $|u_k|^2+|v_k|^2=1$. A configuration is the set $S$ of occupied pairs. I give it the weight
$$W(S)=\prod_{k\in S}|v_k|^2\prod_{k\notin S}|u_k|^2 ,$$
and its particle number is $N(S)=2|S|$, where $|S|$ is the number of pairs in $S$.

I know the claim that these weights sum to one, that $N$ has mean $2\sum_k|v_k|^2$, and that its variance is $4\sum_k|u_k|^2|v_k|^2$. I would like to see every step of the argument, together with a proof that a machine has checked. Can this be done in Lean?

## One sum over configurations gives all the averages

Yes. The weights come from the BCS state
$$\prod_k\left(u_k+v_k\,c^\dagger_{k\uparrow}c^\dagger_{-k\downarrow}\right)|0\rangle ,$$
where $c^\dagger_{k\uparrow}$ and $c^\dagger_{-k\downarrow}$ create the two partners of pair $k$. The pair creation operators commute, so multiplying out gives each configuration $S$ the amplitude $\prod_{k\in S}v_k\prod_{k\notin S}u_k$ with no extra signs. Its squared modulus is $W(S)$.

Write $\langle f\rangle=\sum_S W(S)f(S)$, and let $n_k(S)$ be 1 if $k\in S$ and 0 otherwise. Fix a set $A$ of pairs and ask for the total weight of the configurations in which all of $A$ is occupied. Put $a_k=0$ for $k\in A$ and $a_k=|u_k|^2$ for $k\notin A$. If $|u_k|^2$ is replaced by $a_k$ in the weight, every configuration that leaves some pair of $A$ empty drops out, and the others keep their weight. Therefore
$$\sum_{S\supseteq A}W(S)=\sum_S\prod_{k\in S}|v_k|^2\prod_{k\notin S}a_k=\prod_k\left(|v_k|^2+a_k\right)=\prod_{k\in A}|v_k|^2 .$$
The second equality is the expansion of a product of sums, read backwards. In the last one, each factor with $k\notin A$ equals one by normalisation.

Three choices of $A$ are enough:

- $A=\emptyset$ gives $\sum_S W(S)=1$.
- $A=\{k\}$ gives $\langle n_k\rangle=|v_k|^2$.
- $A=\{k,l\}$ gives $\langle n_kn_l\rangle$, which is $|v_k|^2|v_l|^2$ for $k\ne l$ and $|v_k|^2$ for $k=l$.

Now multiply out the product of two deviations and insert these averages:
$$\langle(n_k-|v_k|^2)(n_l-|v_l|^2)\rangle=\langle n_kn_l\rangle-|v_k|^2|v_l|^2 .$$
For $k\neq l$ this vanishes. For $k=l$ it is $|v_k|^2(1-|v_k|^2)=|u_k|^2|v_k|^2$.

Since $N=2\sum_k n_k$, the mean is $\langle N\rangle=2\sum_k|v_k|^2$. The deviation from it is $2\sum_k(n_k-|v_k|^2)$. Its square is a double sum over $k$ and $l$, of which only the diagonal survives the average:
$$\operatorname{Var}N=4\sum_k|u_k|^2|v_k|^2 .$$

For a single pair with $|u|^2=|v|^2=\tfrac12$, the values $N=0$ and $N=2$ are equally likely, so the mean and the variance are both 1, as the formulas say.

Two consequences follow. The variance is a sum of non-negative terms, so it vanishes exactly when every pair has $u_k=0$ or $v_k=0$. And $|u_k|^2|v_k|^2=|v_k|^2-|v_k|^4\le|v_k|^2$, so $\operatorname{Var}N\le2\langle N\rangle$. For this mean-field product state with finitely many pairs and $\langle N\rangle>0$, the relative spread $\sqrt{\operatorname{Var}N}/\langle N\rangle$ is thus at most $\sqrt{2/\langle N\rangle}$, which is small when the mean particle number is large.

## The Lean file

```lean
import Mathlib

open Finset

namespace BCSNumberStatistics

noncomputable section

variable {ι : Type*} [Fintype ι] [DecidableEq ι]

/-- The amplitude of the configuration in which exactly the pairs in `S` are occupied:
a factor `v k` for each occupied pair and `u k` for each empty one. -/
def amplitude (u v : ι → ℂ) (S : Finset ι) : ℂ :=
  (∏ k ∈ S, v k) * ∏ k ∈ Sᶜ, u k

/-- The weight of a configuration is the squared modulus of its amplitude. -/
def weight (u v : ι → ℂ) (S : Finset ι) : ℝ := ‖amplitude u v S‖ ^ 2

/-- The weighted sum of a quantity `f` over all configurations of occupied pairs. -/
def expect (u v : ι → ℂ) (f : Finset ι → ℝ) : ℝ := ∑ S, weight u v S * f S

/-- The weighted sum of the squared deviation of `f` from `expect u v f`. When the weights sum to
one, this is the variance of `f`. -/
def variance (u v : ι → ℂ) (f : Finset ι → ℝ) : ℝ :=
  expect u v (fun S => (f S - expect u v f) ^ 2)

/-- The occupation of pair `k`: one if it is occupied in `S`, zero if it is empty. -/
def occ (k : ι) (S : Finset ι) : ℝ := if k ∈ S then 1 else 0

/-- The particle number of a configuration: two particles for each occupied pair. -/
def particleNumber (S : Finset ι) : ℝ := 2 * (S.card : ℝ)

variable {u v : ι → ℂ}

/-- The weight is the product of `|v k|²` over occupied pairs and `|u k|²` over empty pairs. -/
theorem weight_eq (S : Finset ι) :
    weight u v S = (∏ k ∈ S, ‖v k‖ ^ 2) * ∏ k ∈ Sᶜ, ‖u k‖ ^ 2 := by
  simp only [weight, amplitude, norm_mul, norm_prod, mul_pow, Finset.prod_pow]

/-- For normalised coefficients, the total weight of the configurations in which all pairs
of a set `A` are occupied is the product of `|v k|²` over `A`. -/
theorem expect_all_occupied (h : ∀ k, ‖u k‖ ^ 2 + ‖v k‖ ^ 2 = 1) (A : Finset ι) :
    expect u v (fun S => if A ⊆ S then 1 else 0) = ∏ k ∈ A, ‖v k‖ ^ 2 := by
  -- dropping the empty-pair term for `k ∈ A` selects the configurations containing `A`
  calc expect u v (fun S => if A ⊆ S then 1 else 0)
      = ∑ S ∈ (univ : Finset ι).powerset, (∏ k ∈ S, ‖v k‖ ^ 2) *
          ∏ k ∈ univ \ S, (if k ∈ A then (0 : ℝ) else ‖u k‖ ^ 2) := by
        simp only [expect, weight_eq, Finset.powerset_univ, ← Finset.compl_eq_univ_sdiff]
        refine Finset.sum_congr rfl fun S _ => ?_
        by_cases hA : A ⊆ S
        · rw [if_pos hA, mul_one]
          congr 1
          refine Finset.prod_congr rfl fun k hk => ?_
          rw [if_neg (fun hkA => Finset.mem_compl.mp hk (hA hkA))]
        · obtain ⟨k, hkA, hkS⟩ := Finset.not_subset.mp hA
          have hz : ∏ k ∈ Sᶜ, (if k ∈ A then (0 : ℝ) else ‖u k‖ ^ 2) = 0 :=
            Finset.prod_eq_zero (Finset.mem_compl.mpr hkS) (by simp [hkA])
          rw [if_neg hA, hz, mul_zero, mul_zero]
    _ = ∏ k, (‖v k‖ ^ 2 + if k ∈ A then (0 : ℝ) else ‖u k‖ ^ 2) :=
        (Finset.prod_add (fun k => ‖v k‖ ^ 2)
          (fun k => if k ∈ A then (0 : ℝ) else ‖u k‖ ^ 2) univ).symm
    _ = ∏ k ∈ A, (‖v k‖ ^ 2 + if k ∈ A then (0 : ℝ) else ‖u k‖ ^ 2) := by
        refine (Finset.prod_subset (Finset.subset_univ A) fun k _ hk => ?_).symm
        simp only [if_neg hk]
        linarith [h k]
    _ = ∏ k ∈ A, ‖v k‖ ^ 2 :=
        Finset.prod_congr rfl fun k hk => by simp [hk]

/-- For normalised coefficients the weights of all configurations sum to one. -/
theorem sum_weight (h : ∀ k, ‖u k‖ ^ 2 + ‖v k‖ ^ 2 = 1) :
    ∑ S, weight u v S = 1 := by
  simpa [expect] using expect_all_occupied h ∅

/-- For normalised coefficients the mean occupation of pair `k` is `|v k|²`. -/
theorem mean_occ (h : ∀ k, ‖u k‖ ^ 2 + ‖v k‖ ^ 2 = 1) (k : ι) :
    expect u v (occ k) = ‖v k‖ ^ 2 := by
  have e : occ k = fun S => if ({k} : Finset ι) ⊆ S then (1 : ℝ) else 0 := by
    funext S
    simp [occ]
  rw [e, expect_all_occupied h, Finset.prod_singleton]

/-- For normalised coefficients the occupations of different pairs are uncorrelated, and
the occupation of a single pair has variance `|u k|² |v k|²`. -/
theorem covariance_occ (h : ∀ k, ‖u k‖ ^ 2 + ‖v k‖ ^ 2 = 1) (k l : ι) :
    expect u v (fun S => (occ k S - ‖v k‖ ^ 2) * (occ l S - ‖v l‖ ^ 2)) =
      if k = l then ‖u k‖ ^ 2 * ‖v k‖ ^ 2 else 0 := by
  have hk : ∑ S, weight u v S * occ k S = ‖v k‖ ^ 2 := mean_occ h k
  have hl : ∑ S, weight u v S * occ l S = ‖v l‖ ^ 2 := mean_occ h l
  have hocc : ∀ S, occ k S * occ l S =
      if ({k, l} : Finset ι) ⊆ S then (1 : ℝ) else 0 := by
    intro S
    by_cases a : k ∈ S <;> by_cases b : l ∈ S <;>
      simp [occ, a, b, Finset.insert_subset_iff]
  have hkl : ∑ S, weight u v S * (occ k S * occ l S) =
      ∏ j ∈ ({k, l} : Finset ι), ‖v j‖ ^ 2 := by
    simp only [hocc]
    exact expect_all_occupied h {k, l}
  -- multiply out the product of the two deviations
  have expand : expect u v (fun S => (occ k S - ‖v k‖ ^ 2) * (occ l S - ‖v l‖ ^ 2)) =
      ∑ S, weight u v S * (occ k S * occ l S) - ‖v l‖ ^ 2 * ∑ S, weight u v S * occ k S
        - ‖v k‖ ^ 2 * ∑ S, weight u v S * occ l S
        + ‖v k‖ ^ 2 * ‖v l‖ ^ 2 * ∑ S, weight u v S := by
    simp only [expect, Finset.mul_sum, ← Finset.sum_sub_distrib, ← Finset.sum_add_distrib]
    exact Finset.sum_congr rfl fun S _ => by ring
  rw [expand, hkl, hk, hl, sum_weight h]
  by_cases e : k = l
  · subst e
    have hp : ∏ j ∈ ({k, k} : Finset ι), ‖v j‖ ^ 2 = ‖v k‖ ^ 2 := by simp
    rw [hp, if_pos rfl]
    linear_combination (-(‖v k‖ ^ 2)) * h k
  · rw [Finset.prod_pair e, if_neg e]
    ring

/-- The particle number is twice the sum of the pair occupations. -/
theorem particleNumber_eq (S : Finset ι) : particleNumber S = 2 * ∑ k, occ k S := by
  simp [particleNumber, occ]

/-- For normalised coefficients the mean particle number is `2 ∑ |v k|²`. -/
theorem mean_particleNumber (h : ∀ k, ‖u k‖ ^ 2 + ‖v k‖ ^ 2 = 1) :
    expect u v particleNumber = 2 * ∑ k, ‖v k‖ ^ 2 := by
  have e : expect u v particleNumber = 2 * ∑ k, expect u v (occ k) := by
    simp only [expect, particleNumber_eq, Finset.mul_sum]
    refine Finset.sum_comm.trans (Finset.sum_congr rfl fun k _ => ?_)
    exact Finset.sum_congr rfl fun S _ => by ring
  rw [e]
  simp only [mean_occ h]

/-- For normalised coefficients the variance of the particle number is
`4 ∑ |u k|² |v k|²`. -/
theorem variance_particleNumber (h : ∀ k, ‖u k‖ ^ 2 + ‖v k‖ ^ 2 = 1) :
    variance u v particleNumber = 4 * ∑ k, ‖u k‖ ^ 2 * ‖v k‖ ^ 2 := by
  -- the squared deviation is a double sum over pairs
  have hsq : ∀ S : Finset ι, (particleNumber S - 2 * ∑ k, ‖v k‖ ^ 2) ^ 2 =
      4 * ∑ k, ∑ l, (occ k S - ‖v k‖ ^ 2) * (occ l S - ‖v l‖ ^ 2) := by
    intro S
    rw [← Finset.sum_mul_sum, Finset.sum_sub_distrib, particleNumber_eq]
    ring
  have e : variance u v particleNumber = 4 * ∑ k, ∑ l,
      expect u v (fun S => (occ k S - ‖v k‖ ^ 2) * (occ l S - ‖v l‖ ^ 2)) := by
    rw [variance, mean_particleNumber h]
    simp only [expect, hsq]
    simp only [Finset.mul_sum]
    refine Finset.sum_comm.trans (Finset.sum_congr rfl fun k _ => ?_)
    refine Finset.sum_comm.trans (Finset.sum_congr rfl fun l _ => ?_)
    exact Finset.sum_congr rfl fun S _ => by ring
  -- only the diagonal terms survive
  rw [e]
  simp only [covariance_occ h, Finset.sum_ite_eq, Finset.mem_univ, if_true]

/-- For normalised coefficients the particle number has zero variance exactly when
each pair has `u k = 0` or `v k = 0`. -/
theorem variance_eq_zero_iff (h : ∀ k, ‖u k‖ ^ 2 + ‖v k‖ ^ 2 = 1) :
    variance u v particleNumber = 0 ↔ ∀ k, u k = 0 ∨ v k = 0 := by
  rw [variance_particleNumber h]
  constructor
  · intro h0 k
    have hs : ∑ k, ‖u k‖ ^ 2 * ‖v k‖ ^ 2 = 0 := by linarith
    have hk := (Finset.sum_eq_zero_iff_of_nonneg
      (fun k _ => by positivity)).mp hs k (Finset.mem_univ k)
    simpa using hk
  · intro h0
    rw [Finset.sum_eq_zero, mul_zero]
    intro k _
    rcases h0 k with hk | hk <;> simp [hk]

/-- For normalised coefficients the variance of the particle number is at most twice
its mean. -/
theorem variance_le_two_mul_mean (h : ∀ k, ‖u k‖ ^ 2 + ‖v k‖ ^ 2 = 1) :
    variance u v particleNumber ≤ 2 * expect u v particleNumber := by
  rw [variance_particleNumber h, mean_particleNumber h]
  have hle : ∑ k, ‖u k‖ ^ 2 * ‖v k‖ ^ 2 ≤ ∑ k, ‖v k‖ ^ 2 := by
    refine Finset.sum_le_sum fun k _ => ?_
    have e : ‖u k‖ ^ 2 * ‖v k‖ ^ 2 = ‖v k‖ ^ 2 - (‖v k‖ ^ 2) ^ 2 := by
      linear_combination ‖v k‖ ^ 2 * h k
    rw [e]
    linarith [sq_nonneg (‖v k‖ ^ 2)]
  linarith

end

end BCSNumberStatistics
```

```lean
#print axioms BCSNumberStatistics.variance_particleNumber
-- 'BCSNumberStatistics.variance_particleNumber' depends on axioms: [propext, Classical.choice, Quot.sound]
#print axioms BCSNumberStatistics.variance_eq_zero_iff
-- 'BCSNumberStatistics.variance_eq_zero_iff' depends on axioms: [propext, Classical.choice, Quot.sound]
#print axioms BCSNumberStatistics.variance_le_two_mul_mean
-- 'BCSNumberStatistics.variance_le_two_mul_mean' depends on axioms: [propext, Classical.choice, Quot.sound]
```

## What the definitions and theorems say

The type `ι` labels the pair levels and is finite; it may even be empty. The coefficients are functions `u v : ι → ℂ`, so relative phases are allowed, and real coefficients are the special case in which $|u_k|^2=u_k^2$ and $|v_k|^2=v_k^2$. A configuration is a `Finset ι`, and `Sᶜ` is the set of empty pairs.

The definition `weight` is the squared modulus of `amplitude`, and `weight_eq` shows that it is the product $W(S)$. The functions `occ k` and `particleNumber` are $n_k$ and $N$, with real values. The average `expect` is a plain weighted sum that is not divided by the total weight. For normalised coefficients the weights sum to one, which is `sum_weight`, and `expect` is then an expectation value. The definition `variance` is the same weighted sum applied to the squared deviation from `expect u v f`, so under the same condition it is the usual variance.

The hypothesis `h` states $|u_k|^2+|v_k|^2=1$ for every $k$. Physically, it normalises each pair factor of the state; it is also the condition under which the Bogoliubov transformation preserves the fermionic anticommutation relations. It is assumed, and no gap equation or Hamiltonian determines the coefficients.

The mean and the variance are `mean_particleNumber` and `variance_particleNumber`. The two consequences are `variance_eq_zero_iff` and `variance_le_two_mul_mean`.

The file starts from the configuration amplitudes, so the Fock space and the creation operators are not constructed. Unpaired particles, thermal averages and infinitely many levels are not covered either.

## How the Lean proof runs

The central lemma is `expect_all_occupied`, the sum over configurations containing $A$. Its `calc` chain has the same steps as the derivation. The first step replaces $|u_k|^2$ by $a_k$ and treats two cases: if `A ⊆ S`, the weight is unchanged; otherwise some pair of $A$ is empty and contributes a zero factor. `Finset.prod_add` then turns the sum over configurations into a product over levels, and `Finset.prod_subset` removes the factors outside $A$, which equal one by `h`.

The theorems `sum_weight` and `mean_occ` are the cases $A=\emptyset$ and $A=\{k\}$. In `covariance_occ`, the step `hocc` recognises $n_kn_l$ as the indicator of $\{k,l\}\subseteq S$, and `expand` multiplies out the two deviations. The cases $k=l$ and $k\ne l$ are then separated, because $\{k,k\}$ has only one element and its product has only one factor. On the diagonal, `linear_combination` uses normalisation to turn $|v_k|^2-|v_k|^4$ into $|u_k|^2|v_k|^2$.

For the mean, `particleNumber_eq` writes $N$ as twice the sum of the occupations, and `Finset.sum_comm` exchanges the sums over configurations and levels. For the variance, `hsq` writes the squared deviation as a double sum, the same exchange brings in the covariances, and `Finset.sum_ite_eq` keeps the diagonal.

In `variance_eq_zero_iff`, a vanishing sum of non-negative terms forces each term to vanish. The proof of `variance_le_two_mul_mean` compares the two sums term by term.

## Where the two sums enter a BCS calculation

In a BCS calculation at a prescribed average particle number, the chemical potential is adjusted until $2\sum_k|v_k|^2$ equals the target. The variance then costs one more sum over the same occupations, $4\sum_k|v_k|^2(1-|v_k|^2)$, and shows how strongly the state mixes different particle numbers.

With the usual solution $|v_k|^2=\tfrac12(1-\xi_k/E_k)$, where $\xi_k$ is the level energy measured from the chemical potential, $\Delta_k$ is the gap and $E_k=\sqrt{\xi_k^2+|\Delta_k|^2}>0$, the variance becomes $\sum_k|\Delta_k|^2/E_k^2$. The levels within about a gap of the chemical potential therefore contribute most per level.
